# In one dimension, a moving muffin-tin boundary adds its velocity times the energy-density jump to the energy derivative

## Two constant densities

Take a cell from 0 to 1, divided at a. The energy density is a constant p to the left of a, inside the muffin tin, and a constant q to the right, in the interstitial region. The energy is

E(a) = p a + q (1 − a),

so dE/da = p − q. Neither density depends on a, and integrating their a-derivatives gives zero. The whole derivative comes from the boundary: when it advances by da, a strip of that width changes from density q to density p.

In augmented-basis electronic structure, the curvature of a real orbital ψ may jump at the muffin-tin sphere, and with it the kinetic-energy density in the form −½ ψ∇²ψ (atomic units). The result below gives the resulting surface term in the energy derivative for a one-dimensional cell with prescribed densities, without self-consistency.

## Densities that respond and a boundary that moves

Let the cell run from l to r, with its boundary at s(a), where a is a parameter such as an atomic position. The density is f(x,a) on the left and g(x,a) on the right. Write f' and g' for their derivatives with respect to a at fixed x, and v for the derivative of s at a. Then

E(a) = ∫ from l to s(a) of f(x,a) dx + ∫ from s(a) to r of g(x,a) dx

dE/da = ∫ from l to s(a) of f'(x,a) dx + ∫ from s(a) to r of g'(x,a) dx + v [f(s(a),a) − g(s(a),a)].

In Lean, E is `cellEnergy f g l r (s b) b` as a function of b, and `hasDerivAt_cellEnergy` states this derivative at b = a. The hypothesis `HasResponse f f'` says that f and f' are jointly continuous in position and parameter, and that f' is the parameter derivative of f. Physically, the density responds smoothly to the displacement within its own region. The hypothesis is imposed on the whole plane of x and a, so each density must also have a continuation past the boundary with these properties. The hypothesis `HasDerivAt s v a` gives the boundary a definite velocity.

The theorem `hasDerivAt_unit_cell` is the case l = 0, r = 1, s(a) = a with C¹ densities, and its surface term is f(a,a) − g(a,a). Lean's interval integrals are oriented, so the formula holds for every real a; the picture of a divided cell belongs to 0 < a < 1.

## Bulk response and swept strip

Consider one region with a fixed end c, and split its energy at the old boundary position:

∫ from c to s(b) of f(x,b) dx = ∫ from c to s(a) of f(x,b) dx + ∫ from s(a) to s(b) of f(x,b) dx.

The first integral has fixed limits. For b near a, f' is bounded on the compact set of relevant x and b, so the difference quotients of f are bounded too. Differentiation may pass under the integral, which gives ∫ from c to s(a) of f'(x,a) dx.

In the second integral, substitute x = s(a) + (s(b) − s(a)) t:

∫ from s(a) to s(b) of f(x,b) dx = (s(b) − s(a)) ∫ from 0 to 1 of f(s(a) + (s(b) − s(a)) t, b) dt.

This vanishes at b = a. Divided by b − a, the prefactor tends to v and the remaining integral, the mean density in the strip, tends to f(s(a),a). The strip therefore contributes v f(s(a),a).

For the right region, write ∫ from s to r of g as −∫ from r to s of g and apply the same rule with c = r. Its derivative is ∫ from s(a) to r of g'(x,a) dx − v g(s(a),a). Adding the two regions gives the formula.

Since a derivative is unique, the bulk integrals alone are correct exactly when v [f(s(a),a) − g(s(a),a)] = 0: the boundary is at rest or the densities agree there.

## A jump in curvature

For a real orbital ψ in a potential V, take the local energy density −½ ψ ∂ₓ²ψ + V ψ², in atomic units. Let φ be the orbital on the left and χ the one on the right, with the same V and φ = χ at the boundary. The potential terms cancel in the jump, and the surface term becomes

−(v/2) φ (∂ₓ²φ − ∂ₓ²χ), evaluated at x = s(a).

Only the values need to match for this identity. If the slopes differ, the kink carries kinetic energy of its own, which `cellEnergy` leaves out. The surface term also depends on the form chosen for the kinetic-energy density: ½ (∂ₓψ)² would not jump where the slopes match. Lean's `deriv` returns 0 where no derivative exists, so the physical reading also presumes twice-differentiable orbitals.

An example is φ = 1 + (x − a)² and χ = 1 with V = 0. The densities are −(1 + (x − a)²) and 0, so the jump at x = a is −1. These orbitals are not normalised. On the cell from 0 to 1 with 0 < a < 1, the squared norm is N = 1 + 2a³/3 + a⁵/5, and normalisation changes the jump to −1/N; the bulk response then also contains the change of N with a. Even normalised, the pair illustrates only the local jump and is not a physical state of this cell: its values at the two ends, 1 + a² and 1 before normalisation, fit neither periodic nor hard-wall conditions, and its integrated energy is negative although V = 0.

## A muffin tin carried by its atom

Let the tin occupy A − R to A + R, with R fixed and A the atomic position. Both ends move with unit velocity, but the tin gains space at A + R and loses it at A − R. The surface part of dE/dA is

[f(A+R,A) − g(A+R,A)] − [f(A−R,A) − g(A−R,A)].

The force is −dE/dA, so this term enters it with the opposite sign.

## A hidden second boundary

The smoothness of f matters. On the cell from 0 to 1 with s(a) = a and 0 < a < 1, let g = 0, and let f(x,a) be 1 for x < a/2 and 0 otherwise. The energy is a/2, with derivative 1/2. Yet ∂f/∂a is zero except at the single point x = a/2, where it does not exist, and f(a,a) − g(a,a) = 0. The formula would give 0, because it misses the step moving inside the left region.

## The Lean development

```lean
import Mathlib

open Filter Topology

namespace MovingMuffinTin

noncomputable section

/-- The density `f x a` and its parameter derivative `f' x a` are jointly continuous in
position `x` and parameter `a`. -/
structure HasResponse (f f' : ℝ → ℝ → ℝ) : Prop where
  cont : Continuous (fun p : ℝ × ℝ => f p.1 p.2)
  cont' : Continuous (fun p : ℝ × ℝ => f' p.1 p.2)
  hasDeriv : ∀ x a, HasDerivAt (fun b => f x b) (f' x a) a

/-- Energy of the cell from `l` to `r` with density `f` up to the boundary `s` and density `g`
beyond it, at parameter `a`. -/
def cellEnergy (f g : ℝ → ℝ → ℝ) (l r s a : ℝ) : ℝ :=
  (∫ x in l..s, f x a) + ∫ x in s..r, g x a

/-- Energy of a cell with density `f` in the muffin tin of radius `R` centred at the atom
position `A`, and density `g` in the interstitial region. -/
def sphereEnergy (f g : ℝ → ℝ → ℝ) (l r R A : ℝ) : ℝ :=
  (∫ x in l..(A - R), g x A) + (∫ x in (A - R)..(A + R), f x A) + ∫ x in (A + R)..r, g x A

/-- Local energy density `-ψ ψ'' / 2 + V ψ²` of a real orbital `ψ` in the potential `V`. -/
def localEnergy (V ψ : ℝ → ℝ → ℝ) (x a : ℝ) : ℝ :=
  -(1 / 2) * ψ x a * deriv (deriv (fun y => ψ y a)) x + V x a * ψ x a ^ 2

variable {f f' g g' : ℝ → ℝ → ℝ} {s : ℝ → ℝ} {v a : ℝ}

lemma continuous_slice (hf : Continuous (fun p : ℝ × ℝ => f p.1 p.2)) (b : ℝ) :
    Continuous (fun x => f x b) :=
  hf.comp (by fun_prop : Continuous fun x : ℝ => (x, b))

/-- A continuously differentiable density has a continuous parameter derivative. -/
theorem hasResponse_of_contDiff (hf : ContDiff ℝ 1 (fun p : ℝ × ℝ => f p.1 p.2)) :
    HasResponse f (fun x a => deriv (f x) a) := by
  have hd : ∀ x a, HasDerivAt (f x)
      (fderiv ℝ (fun p : ℝ × ℝ => f p.1 p.2) (x, a) (0, 1)) a := fun x a =>
    ((hf.differentiable (by norm_num)) (x, a)).hasFDerivAt.comp_hasDerivAt a
      ((hasDerivAt_const a x).prodMk (hasDerivAt_id a))
  refine ⟨hf.continuous, ?_, fun x a => (hd x a).differentiableAt.hasDerivAt⟩
  have hc := (hf.continuous_fderiv (by norm_num)).clm_apply
    (continuous_const (y := ((0 : ℝ), (1 : ℝ))))
  exact hc.congr fun p => (hd p.1 p.2).deriv.symm

/-- On a fixed region the derivative of the energy is the integral of the density's
parameter derivative. -/
theorem hasDerivAt_fixed (h : HasResponse f f') (c d a : ℝ) :
    HasDerivAt (fun b => ∫ x in c..d, f x b) (∫ x in c..d, f' x a) a := by
  -- the parameter derivative is bounded on a compact neighbourhood
  obtain ⟨C, hC⟩ := ((isCompact_uIcc (a := c) (b := d)).prod
    (isCompact_Icc (a := a - 1) (b := a + 1))).exists_bound_of_continuousOn
      h.cont'.continuousOn
  exact (intervalIntegral.hasDerivAt_integral_of_dominated_loc_of_deriv_le
    (F := fun b x => f x b) (F' := fun b x => f' x b) (bound := fun _ => C)
    (s := Set.Icc (a - 1) (a + 1)) (Icc_mem_nhds (by linarith) (by linarith))
    (Eventually.of_forall fun b => (continuous_slice h.cont b).aestronglyMeasurable)
    ((continuous_slice h.cont a).intervalIntegrable c d)
    (continuous_slice h.cont' a).aestronglyMeasurable
    (Eventually.of_forall fun x hx b hb => hC (x, b) ⟨Set.uIoc_subset_uIcc hx, hb⟩)
    (continuous_const.intervalIntegrable c d)
    (Eventually.of_forall fun x _ b _ => h.hasDeriv x b)).2

/-- The energy in the strip swept by the boundary grows at the rate boundary velocity times
density at the boundary. -/
theorem hasDerivAt_swept (hf : Continuous (fun p : ℝ × ℝ => f p.1 p.2))
    (hs : HasDerivAt s v a) :
    HasDerivAt (fun b => ∫ x in (s a)..(s b), f x b) (v * f (s a) a) a := by
  -- rescale the strip to the unit interval
  have key : ∀ b, ∫ x in (s a)..(s b), f x b =
      (s b - s a) * ∫ t in (0 : ℝ)..1, f (s a + (s b - s a) * t) b := by
    intro b
    have h := intervalIntegral.smul_integral_comp_add_mul (a := 0) (b := 1)
      (fun x => f x b) (s b - s a) (s a)
    rw [smul_eq_mul, mul_zero, add_zero, mul_one, add_sub_cancel] at h
    exact h.symm
  have hK : Continuous (fun p : ℝ × ℝ =>
      ∫ t in (0 : ℝ)..1, f (s a + (p.1 - s a) * t) p.2) := by
    apply intervalIntegral.continuous_parametric_intervalIntegral_of_continuous'
    exact hf.comp (by fun_prop :
      Continuous fun q : (ℝ × ℝ) × ℝ => (s a + (q.1.1 - s a) * q.2, q.1.2))
  have hp : Tendsto (fun b => (s b, b)) (𝓝[≠] a) (𝓝 (s a, a)) :=
    (hs.continuousAt.prodMk continuousAt_id).tendsto.mono_left nhdsWithin_le_nhds
  have hlim : Tendsto (fun b => ∫ t in (0 : ℝ)..1, f (s a + (s b - s a) * t) b)
      (𝓝[≠] a) (𝓝 (f (s a) a)) := by
    have h := (hK.tendsto (s a, a)).comp hp
    simpa [Function.comp_def] using h
  -- the slope is the boundary's slope times the mean density in the strip
  rw [hasDerivAt_iff_tendsto_slope] at hs ⊢
  refine (hs.mul hlim).congr fun b => ?_
  simp only [slope_def_field, intervalIntegral.integral_same, sub_zero]
  rw [key b]
  ring

/-- Leibniz rule for one region with a moving end: bulk response plus boundary flux. -/
theorem hasDerivAt_moving_end (h : HasResponse f f') (c : ℝ) (hs : HasDerivAt s v a) :
    HasDerivAt (fun b => ∫ x in c..(s b), f x b)
      ((∫ x in c..(s a), f' x a) + v * f (s a) a) a := by
  refine ((hasDerivAt_fixed h c (s a) a).fun_add
    (hasDerivAt_swept h.cont hs)).congr_of_eventuallyEq (Eventually.of_forall fun b => ?_)
  have hc := continuous_slice h.cont b
  exact (intervalIntegral.integral_add_adjacent_intervals
    (hc.intervalIntegrable c (s a)) (hc.intervalIntegrable (s a) (s b))).symm

/-- The derivative of the cell energy is the integrated response of the two densities plus
the boundary velocity times the jump of the density at the boundary. -/
theorem hasDerivAt_cellEnergy (hf : HasResponse f f') (hg : HasResponse g g') (l r : ℝ)
    (hs : HasDerivAt s v a) :
    HasDerivAt (fun b => cellEnergy f g l r (s b) b)
      (cellEnergy f' g' l r (s a) a + v * (f (s a) a - g (s a) a)) a := by
  have e : ∀ (F G : ℝ → ℝ → ℝ) (t b : ℝ), cellEnergy F G l r t b =
      (∫ x in l..t, F x b) - ∫ x in r..t, G x b := fun F G t b => by
    rw [cellEnergy, intervalIntegral.integral_symm r t]
    ring
  refine (((hasDerivAt_moving_end hf l hs).fun_sub
    (hasDerivAt_moving_end hg r hs)).congr_of_eventuallyEq
      (Eventually.of_forall fun b => e f g (s b) b)).congr_deriv ?_
  rw [e f' g']
  ring

/-- For continuously differentiable densities on the unit cell with boundary at `a`, the
surface term is `f a a - g a a`. -/
theorem hasDerivAt_unit_cell (hf : ContDiff ℝ 1 (fun p : ℝ × ℝ => f p.1 p.2))
    (hg : ContDiff ℝ 1 (fun p : ℝ × ℝ => g p.1 p.2)) (a : ℝ) :
    HasDerivAt (fun b => (∫ x in (0 : ℝ)..b, f x b) + ∫ x in b..1, g x b)
      ((∫ x in (0 : ℝ)..a, deriv (f x) a) + (∫ x in a..1, deriv (g x) a)
        + (f a a - g a a)) a :=
  (hasDerivAt_cellEnergy (hasResponse_of_contDiff hf) (hasResponse_of_contDiff hg) 0 1
    (hasDerivAt_id' a)).congr_deriv (by simp only [cellEnergy, one_mul])

/-- The bulk response alone is the energy derivative exactly when the boundary is at rest or
the densities agree there. -/
theorem bulk_only_iff (hf : HasResponse f f') (hg : HasResponse g g') (l r : ℝ)
    (hs : HasDerivAt s v a) :
    HasDerivAt (fun b => cellEnergy f g l r (s b) b) (cellEnergy f' g' l r (s a) a) a ↔
      v = 0 ∨ f (s a) a = g (s a) a := by
  have m := hasDerivAt_cellEnergy hf hg l r hs
  rw [← sub_eq_zero (a := f (s a) a), ← mul_eq_zero]
  constructor
  · intro h
    linarith [h.unique m]
  · intro h
    exact m.congr_deriv (by rw [h, add_zero])

/-- For orbitals matched in value at the boundary and a common potential, the surface term
is set by the jump of the orbital's second derivative in the kinetic energy. -/
theorem hasDerivAt_kinetic_jump {V φ χ : ℝ → ℝ → ℝ} (hf : HasResponse (localEnergy V φ) f')
    (hg : HasResponse (localEnergy V χ) g') (l r : ℝ) (hs : HasDerivAt s v a)
    (hm : φ (s a) a = χ (s a) a) :
    HasDerivAt (fun b => cellEnergy (localEnergy V φ) (localEnergy V χ) l r (s b) b)
      (cellEnergy f' g' l r (s a) a - v / 2 * φ (s a) a *
        (deriv (deriv (fun y => φ y a)) (s a) - deriv (deriv (fun y => χ y a)) (s a))) a := by
  refine (hasDerivAt_cellEnergy hf hg l r hs).congr_deriv ?_
  simp only [localEnergy]
  rw [hm]
  ring

/-- The orbitals `1 + (x - a)²` and `1` without potential have continuous energy responses,
agree at `x = a`, and have local energies differing by `-1` there. -/
theorem kinetic_jump_witness (a : ℝ) :
    HasResponse (localEnergy (fun _ _ => 0) (fun x a => 1 + (x - a) ^ 2))
      (fun x a => 2 * (x - a)) ∧
    HasResponse (localEnergy (fun _ _ => 0) (fun _ _ => 1)) (fun _ _ => 0) ∧
    1 + (a - a) ^ 2 = 1 ∧
    localEnergy (fun _ _ => 0) (fun x a => 1 + (x - a) ^ 2) a a
      - localEnergy (fun _ _ => 0) (fun _ _ => 1) a a = -1 := by
  have h1 : localEnergy (fun _ _ => 0) (fun x a => 1 + (x - a) ^ 2) =
      fun x a => -(1 + (x - a) ^ 2) := by
    funext x a
    have d1 : deriv (fun y : ℝ => 1 + (y - a) ^ 2) = fun y => 2 * (y - a) := by
      funext y
      exact (((((hasDerivAt_id' y).sub_const a).fun_pow 2).const_add 1).congr_deriv
        (by simp)).deriv
    have d2 : deriv (fun y : ℝ => 2 * (y - a)) x = 2 :=
      ((((hasDerivAt_id' x).sub_const a).const_mul 2).congr_deriv (mul_one 2)).deriv
    simp only [localEnergy]
    rw [d1, d2]
    ring
  have h2 : localEnergy (fun _ _ => 0) (fun _ _ => 1) = fun _ _ => 0 := by
    funext x a
    simp [localEnergy]
  rw [h1, h2]
  refine ⟨⟨by fun_prop, by fun_prop, fun x a => ?_⟩,
    ⟨by fun_prop, by fun_prop, fun x a => hasDerivAt_const a 0⟩, by ring, by ring⟩
  exact ((((hasDerivAt_id' a).const_sub x).fun_pow 2).const_add 1).fun_neg.congr_deriv
    (by simp)

/-- When a muffin tin of fixed radius moves with its atom, the surface term is the density
jump at the leading end minus the jump at the trailing end. -/
theorem hasDerivAt_sphereEnergy (hf : HasResponse f f') (hg : HasResponse g g')
    (l r R A : ℝ) :
    HasDerivAt (sphereEnergy f g l r R)
      (sphereEnergy f' g' l r R A + ((f (A + R) A - g (A + R) A)
        - (f (A - R) A - g (A - R) A))) A := by
  -- cut the muffin tin at the origin into two cells with one moving boundary each
  have e : ∀ (F G : ℝ → ℝ → ℝ), Continuous (fun p : ℝ × ℝ => F p.1 p.2) → ∀ b,
      sphereEnergy F G l r R b =
        cellEnergy G F l 0 (b - R) b + cellEnergy F G 0 r (b + R) b := by
    intro F G hF b
    have hc := continuous_slice hF b
    have h : (∫ x in (b - R)..0, F x b) + (∫ x in (0 : ℝ)..(b + R), F x b) =
        ∫ x in (b - R)..(b + R), F x b :=
      intervalIntegral.integral_add_adjacent_intervals
        (hc.intervalIntegrable _ _) (hc.intervalIntegrable _ _)
    simp only [sphereEnergy, cellEnergy]
    linarith
  refine (((hasDerivAt_cellEnergy hg hf l 0 ((hasDerivAt_id' A).sub_const R)).fun_add
    (hasDerivAt_cellEnergy hf hg 0 r
      ((hasDerivAt_id' A).add_const R))).congr_of_eventuallyEq
        (Eventually.of_forall fun b => e f g hf.cont b)).congr_deriv ?_
  rw [e f' g' hf.cont']
  ring

end

end MovingMuffinTin
```

```lean
#print axioms MovingMuffinTin.hasDerivAt_cellEnergy
-- 'MovingMuffinTin.hasDerivAt_cellEnergy' depends on axioms: [propext, Classical.choice, Quot.sound]
#print axioms MovingMuffinTin.hasDerivAt_unit_cell
-- 'MovingMuffinTin.hasDerivAt_unit_cell' depends on axioms: [propext, Classical.choice, Quot.sound]
#print axioms MovingMuffinTin.hasDerivAt_kinetic_jump
-- 'MovingMuffinTin.hasDerivAt_kinetic_jump' depends on axioms: [propext, Classical.choice, Quot.sound]
#print axioms MovingMuffinTin.hasDerivAt_sphereEnergy
-- 'MovingMuffinTin.hasDerivAt_sphereEnergy' depends on axioms: [propext, Classical.choice, Quot.sound]
```

## How the proof follows the derivation

`continuous_slice` extracts continuity in x at fixed parameter, which supplies integrability. `hasResponse_of_contDiff` shows that a C¹ density satisfies `HasResponse`: the parameter derivative is the full derivative applied to the direction (0, 1), and is therefore continuous.

`hasDerivAt_fixed` treats the fixed region. It obtains the bound `C` by compactness, with the parameter between a − 1 and a + 1, and passes it to Mathlib's theorem on dominated differentiation under the integral.

`hasDerivAt_swept` treats the strip. Its step `key` is the substitution to the unit interval, `hK` proves that the mean density depends continuously on the boundary position and the parameter, and `hlim` takes its limit. The derivative is then rewritten as a limit of slopes, and `hs.mul hlim` multiplies the two limits, as in the calculation above.

`hasDerivAt_moving_end` joins the two contributions by additivity of adjacent integrals. In `hasDerivAt_cellEnergy`, the auxiliary identity `e` reverses the right-hand integral, so that the one-region rule applies twice and the results are subtracted. `hasDerivAt_unit_cell` specialises this to v = 1.

In `bulk_only_iff`, the forward direction compares two derivatives of the same function through `h.unique m`; the converse removes a vanishing surface term. `hasDerivAt_kinetic_jump` inserts the local energies and uses the matching condition `hm`. `kinetic_jump_witness` computes the derivatives of the example orbitals and checks their responses, their matching and the jump −1.

For the rigid tin, `hasDerivAt_sphereEnergy` cuts the integral of f at the origin. This leaves two cells with one moving boundary each: g then f across A − R, and f then g across A + R. Adding their derivatives gives the two jumps with opposite signs. Because the integrals are oriented, the origin need not lie inside the tin.
